# A large enough level shift keeps an SCF step from raising the mean-field energy

Let a density matrix $D$ have the energy $E(D) = h(D) + \tfrac12 G(D,D)$, with a linear one-electron part $h$ and a symmetric bilinear interaction $G$ satisfying $G(d,d) \le c\,\|d\|^2$ for all $d$. If $D'$ minimises $h(X) + G(D,X) + \tfrac b2\|X-D\|^2$ over a set $S$ of admissible density matrices that contains $D$, then

$$E(D') \le E(D) - \frac{b-c}{2}\,\|D'-D\|^2 .$$

The physical problem is the self-consistent field iteration. Each step finds the best density matrix in the field of the old one, but the field then changes, and the energy may go up or the iteration may oscillate. Penalising long steps with a strength $b \ge c$ rules out a rise in energy. For Hartree–Fock in a finite basis this gives a sufficient size for the shift, provided that each step finds a global minimiser.

## The energy and the shifted step

```lean
import Mathlib

open Filter Topology

namespace LevelShifting

noncomputable section

variable {V : Type*} [NormedAddCommGroup V] [InnerProductSpace ℝ V]
```

The density matrices live in a real inner product space `V`. For matrices, take the Frobenius product $\langle A,B\rangle = \mathrm{Tr}(A^\dagger B)$ on the real space of Hermitian matrices. The dimension of `V` is not restricted.

```lean
/-- The mean-field energy `E(D) = h(D) + G(D,D)/2` of a density matrix `D`, with one-electron
part `h` and interaction `G`. -/
def energy (h : V →ₗ[ℝ] ℝ) (G : V →ₗ[ℝ] V →ₗ[ℝ] ℝ) (D : V) : ℝ :=
  h D + G D D / 2
```

This is $E(D) = h(D) + \tfrac12 G(D,D)$. The type `V →ₗ[ℝ] ℝ` is that of real linear functionals. `G` takes its arguments one after the other, so `G D X` is $G(D,X)$, linear in each. Symmetry is not part of the type and will appear as a hypothesis.

In Hartree–Fock, $h(D)$ is the trace of $D$ with the one-electron Hamiltonian, and $G$ collects the Coulomb and exchange terms. Identifying `h` and `G` with the integrals of a given molecule, in an orthonormal basis, is the step from the model to a real calculation that is left to the reader. An energy with a non-quadratic exchange-correlation functional does not have this form.

```lean
/-- The level-shifted Fock functional built at `D`: the energy of `X` in the mean field of `D`,
plus the penalty `b ‖X - D‖² / 2` on the step. -/
def shiftedFock (h : V →ₗ[ℝ] ℝ) (G : V →ₗ[ℝ] V →ₗ[ℝ] ℝ) (b : ℝ) (D X : V) : ℝ :=
  h X + G D X + b / 2 * ‖X - D‖ ^ 2
```

The first two terms, $h(X) + G(D,X)$, are the trace of $X$ with the Fock matrix $F(D)$ built from the old density matrix. The third is the penalty $\tfrac b2\|X-D\|^2$.

The textbook level shift changes orbital energies instead. The two agree when $S$ consists of the projectors of a fixed rank $N$ (idempotent density matrices of $N$ electrons in spin orbitals). Then $\|X-D\|^2 = 2N - 2\,\mathrm{Tr}(DX)$, so up to a constant one minimises $\mathrm{Tr}\big((F(D)-bD)X\big)$, which lowers the old occupied space by $b$ relative to the virtual one. With fractional occupations $\|X\|^2$ varies, and the penalty is no longer a pure shift of levels.

```lean
/-- `D'` is a level-shifted step from `D`: it minimises the shifted Fock functional built at `D`
over the admissible set `S`. -/
def IsStep (h : V →ₗ[ℝ] ℝ) (G : V →ₗ[ℝ] V →ₗ[ℝ] ℝ) (b : ℝ) (S : Set V) (D D' : V) : Prop :=
  D' ∈ S ∧ ∀ X ∈ S, shiftedFock h G b D D' ≤ shiftedFock h G b D X
```

`IsStep h G b S D D'` says that $D'$ lies in $S$ and that no $X$ in $S$ gives the shifted functional a lower value. It is a property of a pair (old, new). It does not say that a minimiser exists or is unique.

## One step lowers the energy

```lean
variable {h : V →ₗ[ℝ] ℝ} {G : V →ₗ[ℝ] V →ₗ[ℝ] ℝ} {b c : ℝ} {S : Set V}

/-- For a symmetric interaction, the energy change is the change of the Fock functional in the
fixed mean field of `D`, plus half the self-interaction of the step. -/
theorem energy_expansion (hG : ∀ x y, G x y = G y x) (D D' : V) :
    energy h G D' =
      energy h G D + ((h D' + G D D') - (h D + G D D)) + G (D' - D) (D' - D) / 2 := by
  simp only [energy, map_sub, LinearMap.sub_apply]
  linear_combination (-(1 / 2 : ℝ)) * hG D D'
```

The variables in curly braces are arguments that Lean infers from context. The theorem takes symmetry as the hypothesis `hG` and expands the energy exactly about $D$. With $\Delta = D'-D$, symmetry gives

$$G(\Delta,\Delta) = G(D',D') - 2G(D,D') + G(D,D).$$

Solving for $\tfrac12 G(D',D')$ and adding $h(D')$ yields

$$E(D') = h(D') + G(D,D') - \tfrac12 G(D,D) + \tfrac12 G(\Delta,\Delta).$$

Since $-\tfrac12 G(D,D) = E(D) - [h(D)+G(D,D)]$, this is the stated identity.

The tactic `linear_combination` deserves a closer look. The `simp only` line first expands everything by linearity. Without symmetry, the left side minus the right side is then $-\tfrac12\,[G(D,D') - G(D',D)]$. The hypothesis `hG D D'` says that the bracket vanishes. We supply the coefficient $-\tfrac12$, and Lean checks by commutative-ring algebra that the goal is exactly this multiple of the hypothesis. The tactic searches for nothing: the coefficient records where symmetry enters, and how much of it is used.

```lean
/-- Level shifting: if `G` is symmetric with `G(d,d) ≤ c ‖d‖²`, a step with shift `b` from an
admissible `D` lowers the energy by at least `(b - c) ‖D' - D‖² / 2`. -/
theorem energy_decrease (hG : ∀ x y, G x y = G y x) (hc : ∀ d, G d d ≤ c * ‖d‖ ^ 2)
    {D D' : V} (hD : D ∈ S) (hs : IsStep h G b S D D') :
    energy h G D' ≤ energy h G D - (b - c) / 2 * ‖D' - D‖ ^ 2 := by
  have e := energy_expansion (h := h) hG D D'
  -- compare the minimiser with the old density matrix
  have m := hs.2 D hD
  simp only [shiftedFock, sub_self, norm_zero] at m
  have q := hc (D' - D)
  linarith
```

This is the result stated at the start. The constant $c$ in `hc` bounds the self-interaction of a density change of unit norm, and so the curvature of the energy. In finite dimension some such $c$ always exists.

By hand, compare the minimiser $D'$ with the old matrix $D$, which is allowed because $D \in S$. The penalty vanishes at $D$, so

$$h(D') + G(D,D') + \tfrac b2\|\Delta\|^2 \le h(D) + G(D,D).$$

The Fock functional therefore changes by at most $-\tfrac b2\|\Delta\|^2$. The remainder $\tfrac12 G(\Delta,\Delta)$ in the expansion is at most $\tfrac c2\|\Delta\|^2$. Adding the two gives the claim.

In the proof, `e` is the expansion, `m` the comparison and `q` the bound on the remainder; `linarith` adds them. Convexity of $S$ is not used, so idempotent density matrices are admitted.

## A whole SCF run

```lean
/-- Along a level-shifted SCF run started in `S`, with `G` symmetric and `G(d,d) ≤ c ‖d‖²`, the
summed squared steps times `(b - c)/2` are at most the total energy drop. -/
theorem sum_steps_le (hG : ∀ x y, G x y = G y x) (hc : ∀ d, G d d ≤ c * ‖d‖ ^ 2)
    {x : ℕ → V} (h0 : x 0 ∈ S) (hx : ∀ k, IsStep h G b S (x k) (x (k + 1))) (n : ℕ) :
    (b - c) / 2 * ∑ k ∈ Finset.range n, ‖x (k + 1) - x k‖ ^ 2
      ≤ energy h G (x 0) - energy h G (x n) := by
  have hmem : ∀ k, x k ∈ S := by
    intro k
    cases k with
    | zero => exact h0
    | succ k => exact (hx k).1
  induction n with
  | zero => simp
  | succ n ih =>
    rw [Finset.sum_range_succ, mul_add]
    have := energy_decrease hG hc (hmem n) (hx n)
    linarith
```

A run is a sequence `x : ℕ → V` that starts in $S$ and in which each member is a level-shifted step from the one before. Write $x_k$ for `x k`. Applying the previous theorem to each step and adding, the intermediate energies cancel:

$$\frac{b-c}{2}\sum_{k=0}^{n-1}\|x_{k+1}-x_k\|^2 \le E(x_0) - E(x_n).$$

`Finset.range n` is the set $\{0,\dots,n-1\}$. The auxiliary fact `hmem` says that the run stays in $S$, and the induction on `n` adds one step at a time.

```lean
/-- If `G` is symmetric with `G(d,d) ≤ c ‖d‖²`, the shift exceeds `c` and the energy is bounded
below on `S`, then the steps of a level-shifted SCF run started in `S` tend to zero. -/
theorem steps_tendsto_zero (hG : ∀ x y, G x y = G y x) (hc : ∀ d, G d d ≤ c * ‖d‖ ^ 2)
    (hbc : c < b) {m : ℝ} (hm : ∀ X ∈ S, m ≤ energy h G X)
    {x : ℕ → V} (h0 : x 0 ∈ S) (hx : ∀ k, IsStep h G b S (x k) (x (k + 1))) :
    Tendsto (fun k => ‖x (k + 1) - x k‖) atTop (𝓝 0) := by
  have hmem : ∀ k, x k ∈ S := by
    intro k
    cases k with
    | zero => exact h0
    | succ k => exact (hx k).1
  -- the squared steps are summable
  have hsum : Summable (fun k => ‖x (k + 1) - x k‖ ^ 2) := by
    refine summable_of_sum_range_le (c := (energy h G (x 0) - m) / ((b - c) / 2))
      (fun k => sq_nonneg _) (fun n => ?_)
    rw [le_div_iff₀ (by linarith)]
    have h1 := sum_steps_le hG hc h0 hx n
    have h2 := hm _ (hmem n)
    linarith
  have ht := (Real.continuous_sqrt.tendsto 0).comp hsum.tendsto_atTop_zero
  simpa only [Function.comp_def, Real.sqrt_sq_eq_abs, abs_norm, Real.sqrt_zero] using ht
```

Now let $b > c$ and let $m$ be a lower bound for the energy on $S$. The sums of squared steps never exceed $(E(x_0)-m)/\tfrac{b-c}{2}$. A series of nonnegative terms with bounded partial sums converges, so its terms tend to zero, and by continuity of the square root so do the step lengths. The last two lines of the proof take that square root.

The conclusion `Tendsto … atTop (𝓝 0)` reads $\|x_{k+1}-x_k\| \to 0$ as $k\to\infty$. This is weaker than convergence of the density matrices themselves.

## Convex sets of density matrices

```lean
/-- On a convex admissible set, the shifted Fock functional has nonnegative slope at its minimiser
`D'` in the direction of every admissible `X`. -/
theorem first_order_condition (hS : Convex ℝ S) {D D' X : V}
    (hs : IsStep h G b S D D') (hX : X ∈ S) :
    0 ≤ h (X - D') + G D (X - D') + b * inner ℝ (D' - D) (X - D') := by
  set g := h (X - D') + G D (X - D') + b * inner ℝ (D' - D) (X - D') with hg
  set q := b / 2 * ‖X - D'‖ ^ 2 with hq
  -- minimality along the segment from `D'` to `X`
  have key : ∀ t : ℝ, 0 < t → t ≤ 1 → 0 ≤ g + t * q := by
    intro t ht0 ht1
    have m := hs.2 _ (hS.add_smul_sub_mem hs.1 hX ⟨ht0.le, ht1⟩)
    have e : D' + t • (X - D') - D = (D' - D) + t • (X - D') := by abel
    have n : ‖D' + t • (X - D') - D‖ ^ 2 = ‖D' - D‖ ^ 2
        + 2 * (t * inner ℝ (D' - D) (X - D')) + t ^ 2 * ‖X - D'‖ ^ 2 := by
      rw [e, norm_add_sq_real, inner_smul_right, norm_smul, mul_pow, Real.norm_eq_abs, sq_abs]
    unfold shiftedFock at m
    rw [n, map_add, map_add, map_smul, map_smul, smul_eq_mul, smul_eq_mul] at m
    have p : 0 ≤ t * (g + t * q) := by
      rw [hg, hq]
      linarith
    exact nonneg_of_mul_nonneg_right p ht0
  -- a negative slope would win over the quadratic term for a short step
  by_contra hneg
  have hlt : g < 0 := not_le.mp hneg
  have hp : 0 < |q| - g := by linarith [abs_nonneg q]
  have ht0 : 0 < -g / (|q| - g) := div_pos (by linarith) hp
  have ht1 : -g / (|q| - g) ≤ 1 := by
    rw [div_le_one hp]
    linarith [abs_nonneg q]
  have hk := key _ ht0 ht1
  have ht : -g / (|q| - g) * (|q| - g) = -g := div_mul_cancel₀ _ hp.ne'
  have h1 := mul_le_mul_of_nonneg_left (le_abs_self q) ht0.le
  have h2 := mul_neg_of_pos_of_neg ht0 hlt
  rw [mul_sub] at ht
  linarith
```

If fractional occupations are allowed, $S$ can be convex. The segment $X_t = D' + t(X-D')$ with $0 < t \le 1$ then stays in $S$. Set

$$g = h(X-D') + G(D,X-D') + b\,\langle D'-D,\,X-D'\rangle, \qquad q = \tfrac b2\|X-D'\|^2 .$$

Expanding the squared norm shows that the shifted functional at $X_t$ exceeds its value at $D'$ by $tg + t^2q$. Minimality makes this nonnegative, and dividing by $t$ gives $g + tq \ge 0$, which is `key`. Letting $t \to 0$ yields $g \ge 0$.

Lean's proof replaces the limit by one well-chosen $t$. If $g$ were negative, $t = -g/(|q|-g)$ would lie in $(0,1]$, and

$$g + tq \le g + t|q| = tg < 0,$$

which contradicts `key`.

```lean
/-- On a convex admissible set containing `D`, with `G` symmetric and `G(d,d) ≤ c ‖d‖²`, the step
lowers the energy by at least `(b - c/2) ‖D' - D‖²`. -/
theorem energy_decrease_convex (hS : Convex ℝ S) (hG : ∀ x y, G x y = G y x)
    (hc : ∀ d, G d d ≤ c * ‖d‖ ^ 2) {D D' : V} (hD : D ∈ S) (hs : IsStep h G b S D D') :
    energy h G D' ≤ energy h G D - (b - c / 2) * ‖D' - D‖ ^ 2 := by
  have e := energy_expansion (h := h) hG D D'
  have v := first_order_condition hS hs hD
  have i : inner ℝ (D' - D) (D - D') = -‖D' - D‖ ^ 2 := by
    rw [← neg_sub D' D, inner_neg_right, real_inner_self_eq_norm_sq]
  rw [i, map_sub, map_sub] at v
  have q := hc (D' - D)
  linarith
```

Take $X = D$ in the first-order condition. The inner product becomes $-\|\Delta\|^2$, so the Fock functional changes by at most $-b\|\Delta\|^2$, twice the drop found by plain comparison when $b>0$. With the same bound on the remainder,

$$E(D') \le E(D) - \Big(b-\frac c2\Big)\|D'-D\|^2 .$$

On a convex set, $b \ge c/2$ is thus enough to prevent a rise.

```lean
/-- On a convex admissible set, a nonnegative level shift does not change the self-consistent
points: `D` reproduces itself with shift `b` exactly when it does so with no shift. -/
theorem fixed_point_iff (hS : Convex ℝ S) (hb : 0 ≤ b) (D : V) :
    IsStep h G b S D D ↔ IsStep h G 0 S D D := by
  constructor
  · intro hs
    refine ⟨hs.1, fun X hX => ?_⟩
    have v := first_order_condition hS hs hX
    simp only [sub_self, inner_zero_left, map_sub] at v
    simp only [shiftedFock, sub_self, norm_zero]
    linarith
  · intro hs
    refine ⟨hs.1, fun X hX => ?_⟩
    have v := hs.2 X hX
    have p : 0 ≤ b / 2 * ‖X - D‖ ^ 2 := by positivity
    simp only [shiftedFock, sub_self, norm_zero] at v ⊢
    linarith
```

A self-consistent point is a $D$ that is a step from itself. On a convex set, a shift $b \ge 0$ neither creates nor removes such points.

If $D$ reproduces itself with shift $b$, put $D' = D$ in the first-order condition. The penalty term drops out, leaving $h(X)+G(D,X) \ge h(D)+G(D,D)$ for all $X$ in $S$, which is self-consistency without a shift. Conversely, adding a nonnegative penalty that vanishes at $D$ leaves $D$ a minimiser. The theorem makes no such claim for idempotent matrices, which in general do not form a convex set.

## Two states that attain the bound

```lean
/-- The interaction `G(x,y) = c x y` of a model with a single real density variable. -/
def scalarInteraction (c : ℝ) : ℝ →ₗ[ℝ] ℝ →ₗ[ℝ] ℝ :=
  c • LinearMap.mul ℝ ℝ
```

This defines $G(x,y) = c\,x\,y$ on the real line. It is a mathematical test case, not a Hartree–Fock calculation. If the variable were the occupation of one spin orbital, a step from $0$ to $1$ would change the electron number, and Coulomb and exchange would cancel, leaving $c = 0$.

```lean
/-- The general bound is attained: with `h(x) = -b x / 2`, `G(x,y) = c x y` and admissible states
`0` and `1`, the move from `0` to `1` is a step and changes the energy by exactly `-(b - c)/2`. -/
theorem energy_decrease_sharp (b c : ℝ) :
    (∀ x y, scalarInteraction c x y = scalarInteraction c y x) ∧
    (∀ d, scalarInteraction c d d ≤ c * ‖d‖ ^ 2) ∧
    IsStep ((-(b / 2)) • LinearMap.id) (scalarInteraction c) b {0, 1} 0 1 ∧
    energy ((-(b / 2)) • LinearMap.id) (scalarInteraction c) 1 =
      energy ((-(b / 2)) • LinearMap.id) (scalarInteraction c) 0 - (b - c) / 2 := by
  have hG : ∀ x y, scalarInteraction c x y = c * (x * y) := fun x y => by
    simp [scalarInteraction]
  refine ⟨fun x y => ?_, fun d => ?_, ⟨by simp, fun X hX => ?_⟩, ?_⟩
  · rw [hG, hG, mul_comm x y]
  · rw [hG, Real.norm_eq_abs, sq_abs]
    exact le_of_eq (by ring)
  · simp only [Set.mem_insert_iff, Set.mem_singleton_iff] at hX
    rcases hX with rfl | rfl
    · simp [shiftedFock]
    · exact le_rfl
  · simp only [energy, hG, LinearMap.smul_apply, LinearMap.id_apply, smul_eq_mul]
    ring

end

end LevelShifting
```

Let $S = \{0,1\}$ and $h(x) = -bx/2$. The four parts of the statement, joined by `∧`, say that $G$ is symmetric, that it obeys the bound with constant $c$, that $1$ is a step from $0$, and that the energy changes by exactly $-(b-c)/2$.

By hand, the shifted functional built at $0$ is $-\tfrac b2X + \tfrac b2X^2$. It vanishes at both states, so $1$ is a minimiser. The energies are $E(0)=0$ and $E(1) = -\tfrac b2+\tfrac c2$. As the step has length $1$, the general bound holds with equality, and its constant $(b-c)/2$ cannot be improved for arbitrary $S$. The proof treats the four parts in turn, checking minimality separately at $X=0$ and $X=1$.

The same model shows what goes wrong when the condition $b > c$ is dropped from the theorem on vanishing steps. Take $b = c = 1$. Built at $0$, the shifted functional is $0$ at both states; built at $1$, it is $\tfrac12$ at both. Each state is therefore a step from the other, and the run $0,1,0,1,\dots$ is allowed. Its energy stays at $0$ and its steps keep length $1$, so $b > c$ cannot be relaxed to $b \ge c$ for general $S$. This short calculation is an addition to the Lean theorems.

```lean
#print axioms LevelShifting.energy_decrease
#print axioms LevelShifting.steps_tendsto_zero
#print axioms LevelShifting.fixed_point_iff
#print axioms LevelShifting.energy_decrease_sharp
```

```
'LevelShifting.energy_decrease' depends on axioms: [propext, Classical.choice, Quot.sound]
'LevelShifting.steps_tendsto_zero' depends on axioms: [propext, Classical.choice, Quot.sound]
'LevelShifting.fixed_point_iff' depends on axioms: [propext, Classical.choice, Quot.sound]
'LevelShifting.energy_decrease_sharp' depends on axioms: [propext, Classical.choice, Quot.sound]
```
